# The matrix a1 + bJ, coupling n atoms equally, has no eigenvalues other than a and a + nb

A finite set of n atoms, with one real amplitude on each, is described by the real matrix a1 + bJ, where J has every entry equal to one: the diagonal entries are a + b, and every pair of distinct atoms is coupled by b. The lemma says that if a nonzero real vector, not necessarily normalised, is an eigenvector of this matrix with real eigenvalue μ, then μ is a or a + nb. The proof asks whether the amplitudes sum to zero. If they do, the eigenvalue equation at an atom with nonzero amplitude gives μ = a; if they don't, the equation is summed over all atoms and the total amplitude is cancelled to give μ = a + nb.

As first written in Lean, the proof fails:

```lean
import Mathlib

open Matrix

namespace EquivalentAtoms

noncomputable section

variable {n : Type*} [Fintype n] [DecidableEq n]

/-- The matrix `a 1 + b J`, where `J` has all entries equal to one. -/
def coupling (a b : ℝ) : Matrix n n ℝ :=
  a • (1 : Matrix n n ℝ) + b • Matrix.of fun _ _ => (1 : ℝ)

omit [Fintype n] in
/-- The entries of `a 1 + b J` are `a + b` on the diagonal and `b` elsewhere. -/
theorem coupling_apply (a b : ℝ) (i j : n) :
    (coupling a b : Matrix n n ℝ) i j = (if i = j then a else 0) + b := by
  simp [coupling, Matrix.one_apply]

/-- On each atom, `a 1 + b J` gives `a` times the local amplitude plus `b` times the
sum of all amplitudes. -/
theorem coupling_mulVec (a b : ℝ) (v : n → ℝ) (i : n) :
    (coupling a b *ᵥ v) i = a * v i + b * ∑ j, v j := by
  simp [Matrix.mulVec, dotProduct, coupling_apply, add_mul, Finset.sum_add_distrib,
    Finset.mul_sum]

/-- Every eigenvalue of `a 1 + b J` is either `a` or `a + n b`. -/
theorem eigenvalue_cases (a b μ : ℝ) (v : n → ℝ) (hv : v ≠ 0)
    (h : coupling a b *ᵥ v = μ • v) : μ = a ∨ μ = a + Fintype.card n * b := by
  have hp : ∀ i, a * v i + b * ∑ j, v j = μ * v i := by
    intro i
    rw [← coupling_mulVec, h, Pi.smul_apply, smul_eq_mul]
  by_cases hS : ∑ j, v j = 0
  · left
    obtain ⟨i, hi⟩ := Function.ne_iff.mp hv
    have hi' : v i ≠ 0 := hi
    have h1 := hp i
    rw [hS] at h1
    exact mul_right_cancel₀ hi' (by linear_combination -h1)
  · right
    -- sum the eigenvalue equation over all atoms
    have h1 : ∑ i, (a * v i + b * ∑ j, v j) = ∑ i, μ * v i :=
      Finset.sum_congr rfl fun i _ => hp i
    rw [Finset.sum_add_distrib, ← Finset.mul_sum, ← Finset.mul_sum, Finset.sum_const,
      Finset.card_univ, nsmul_eq_mul] at h1
    exact mul_right_cancel₀ hS (by linear_combination -h1)

end

end EquivalentAtoms
```

Messages:

```
Main.lean:47:35: error: ring failed, ring expressions not equal
n : Type u_1
inst✝¹ : Fintype n
inst✝ : DecidableEq n
a b μ : ℝ
v : n → ℝ
hv : v ≠ 0
h : coupling a b *ᵥ v = μ • v
hp : ∀ (i : n), a * v i + b * ∑ j, v j = μ * v i
hS : ¬∑ j, v j = 0
h1 : a * ∑ i, v i + b * (↑(Fintype.card n) * ∑ j, v j) = ∑ i, μ * v i
⊢ μ * ∑ j, v j - ∑ i, μ * v i = 0
```

Cause. The error is in the second case, where `linear_combination -h1` leaves `μ * ∑ j, v j - ∑ i, μ * v i = 0`. This is true, but `ring`, which does the final check, does not take the constant `μ` out of the sum, so the two terms don't cancel.

The `rw` before it should have taken `μ` out, but it had too few copies of `← Finset.mul_sum`. The first takes `a` out of its sum. The second takes `b` out of `∑ i, b * ∑ j, v j`, which also has the form of a constant times a summand, even though that summand doesn't depend on `i`. None is left for the right-hand side, and the message shows `h1` still ending in `∑ i, μ * v i`.

The repair adds a third `← Finset.mul_sum`, which turns that side into `μ * ∑ i, v i`. Every term then contains the same sum, and `ring` can finish. The moved line break is only layout.

This version goes through:

```diff
@@ -43,6 +43,6 @@
     have h1 : ∑ i, (a * v i + b * ∑ j, v j) = ∑ i, μ * v i :=
       Finset.sum_congr rfl fun i _ => hp i
-    rw [Finset.sum_add_distrib, ← Finset.mul_sum, ← Finset.mul_sum, Finset.sum_const,
-      Finset.card_univ, nsmul_eq_mul] at h1
+    rw [Finset.sum_add_distrib, ← Finset.mul_sum, ← Finset.mul_sum, ← Finset.mul_sum,
+      Finset.sum_const, Finset.card_univ, nsmul_eq_mul] at h1
     exact mul_right_cancel₀ hS (by linear_combination -h1)
 
```
